# The kernel matrix of \(\langle x,y\rangle^z\) in \(d\) dimensions has rank at most \(\binom{d+z-1}{z}\), and this bound is sharp

Let each of \(N\) structures be a descriptor vector \(x_i\in\mathbb R^d\), let the kernel be \(\kappa(x,y)=\langle x,y\rangle^z\), and let the kernel matrix be \(K_{ij}=\kappa(x_i,x_j)\). Here \(d\), \(z\) and \(N\) are any natural numbers, \(0^0=1\), and \(M=\binom{d+z-1}{z}\), where \(d+z-1\) is read as \(0\) if \(d=z=0\).

In Lean 4 with Mathlib:

```lean
import Mathlib

open Matrix

namespace PolynomialKernelRank

noncomputable section

/-- The homogeneous polynomial kernel `⟨x, y⟩ ^ z` between two descriptor vectors. -/
def polyKernel {d : ℕ} (z : ℕ) (x y : Fin d → ℝ) : ℝ := (x ⬝ᵥ y) ^ z

/-- The kernel matrix of `N` structures with descriptor vectors `x i`. -/
def kernelMatrix {d N : ℕ} (z : ℕ) (x : Fin N → Fin d → ℝ) : Matrix (Fin N) (Fin N) ℝ :=
  Matrix.of fun i j => polyKernel z (x i) (x j)

/-- The feature vector of a descriptor: all monomials of degree `z` in its components,
labelled by multisets of `z` component indices. -/
def monomialFeature {d : ℕ} (z : ℕ) (x : Fin d → ℝ) : Sym (Fin d) z → ℝ :=
  fun k => ((k : Multiset (Fin d)).map x).prod

/-- The number of monomials of degree `z` in `d` variables is `binom(d+z-1, z)`. -/
theorem card_monomials (d z : ℕ) :
    Fintype.card (Sym (Fin d) z) = (d + z - 1).choose z := by
  rw [Sym.card_sym_eq_choose, Fintype.card_fin]

/-- The kernel is a scalar product of monomial features, weighted by multinomial
coefficients. -/
theorem polyKernel_eq_sum {d : ℕ} (z : ℕ) (x y : Fin d → ℝ) :
    polyKernel z x y = ∑ k : Sym (Fin d) z,
      (Multiset.countPerms (k : Multiset (Fin d)) : ℝ) *
        (monomialFeature z x k * monomialFeature z y k) := by
  unfold polyKernel dotProduct
  have hu : (Finset.univ : Finset (Fin d)).sym z = Finset.univ := by
    ext k
    simp
  rw [Finset.sum_pow, hu]
  refine Finset.sum_congr rfl fun k _ => ?_
  exact congrArg (fun t => (Multiset.countPerms (k : Multiset (Fin d)) : ℝ) * t)
    Multiset.prod_map_mul

/-- The kernel matrix of any number of structures has rank at most `binom(d+z-1, z)`. -/
theorem rank_kernelMatrix_le {d N : ℕ} (z : ℕ) (x : Fin N → Fin d → ℝ) :
    (kernelMatrix z x).rank ≤ (d + z - 1).choose z := by
  -- factor the kernel matrix through the space of monomials
  let A : Matrix (Fin N) (Sym (Fin d) z) ℝ := Matrix.of fun i k =>
    (Multiset.countPerms (k : Multiset (Fin d)) : ℝ) * monomialFeature z (x i) k
  let B : Matrix (Sym (Fin d) z) (Fin N) ℝ := Matrix.of fun k j => monomialFeature z (x j) k
  have hAB : kernelMatrix z x = A * B := by
    ext i j
    simp only [kernelMatrix, A, B, Matrix.of_apply, Matrix.mul_apply, polyKernel_eq_sum,
      mul_assoc]
  rw [hAB, ← card_monomials]
  exact (Matrix.rank_mul_le_left A B).trans (Matrix.rank_le_card_width A)

/-- With more than `binom(d+z-1, z)` structures, some nonzero set of regression weights
gives a predictor that vanishes at every descriptor `y`. -/
theorem exists_silent_weights {d N : ℕ} (z : ℕ) (x : Fin N → Fin d → ℝ)
    (hN : (d + z - 1).choose z < N) :
    ∃ a : Fin N → ℝ, a ≠ 0 ∧ ∀ y, ∑ i, a i * polyKernel z (x i) y = 0 := by
  -- too many feature vectors for the dimension of the monomial space
  have hdep : ¬ LinearIndependent ℝ (fun i => monomialFeature z (x i)) := fun h => by
    have hc := h.fintype_card_le_finrank
    rw [Module.finrank_fintype_fun_eq_card, card_monomials, Fintype.card_fin] at hc
    exact absurd hc (not_le_of_gt hN)
  obtain ⟨a, ha, i, hi⟩ := Fintype.not_linearIndependent_iff.1 hdep
  refine ⟨a, fun h => hi (by simp [h]), fun y => ?_⟩
  have hk : ∀ k, ∑ i, a i * monomialFeature z (x i) k = 0 := fun k => by
    simpa using congrFun ha k
  simp only [polyKernel_eq_sum, Finset.mul_sum]
  rw [Finset.sum_comm]
  refine Finset.sum_eq_zero fun k _ => ?_
  calc _ = ((Multiset.countPerms (k : Multiset (Fin d)) : ℝ) * monomialFeature z y k) *
        ∑ i, a i * monomialFeature z (x i) k := by
        rw [Finset.mul_sum]
        exact Finset.sum_congr rfl fun i _ => by ring
    _ = 0 := by rw [hk, mul_zero]

/-- With more than `binom(d+z-1, z)` structures, noise-free regression is singular: the kernel
matrix has determinant zero, and some training data are reproduced by no weights. -/
theorem noise_free_regression_singular {d N : ℕ} (z : ℕ) (x : Fin N → Fin d → ℝ)
    (hN : (d + z - 1).choose z < N) :
    (kernelMatrix z x).det = 0 ∧ ∃ y : Fin N → ℝ, ∀ a, kernelMatrix z x *ᵥ a ≠ y := by
  obtain ⟨a, ha, h0⟩ := exists_silent_weights z x hN
  have hdet : (kernelMatrix z x).det = 0 := by
    refine Matrix.exists_mulVec_eq_zero_iff.1 ⟨a, ha, ?_⟩
    funext i
    refine Eq.trans ?_ (h0 (x i))
    change ∑ j, polyKernel z (x i) (x j) * a j = _
    refine Finset.sum_congr rfl fun j _ => ?_
    simp only [polyKernel]
    rw [dotProduct_comm (x i) (x j)]
    exact mul_comm _ _
  refine ⟨hdet, ?_⟩
  by_contra! hs
  have hunit := (Matrix.isUnit_iff_isUnit_det _).1 (Matrix.mulVec_surjective_iff_isUnit.1 hs)
  exact hunit.ne_zero hdet

/-- A linear combination of the degree-`z` monomials that vanishes at every descriptor has
only zero coefficients. -/
theorem monomials_independent {d z : ℕ} (c : Sym (Fin d) z → ℝ)
    (hc : ∀ x, ∑ k, monomialFeature z x k * c k = 0) : c = 0 := by
  have hp : ∑ k : Sym (Fin d) z,
      MvPolynomial.monomial (Multiset.toFinsupp (k : Multiset (Fin d))) (c k) = 0 := by
    refine MvPolynomial.funext fun x => ?_
    rw [map_sum, map_zero, ← hc x]
    refine Finset.sum_congr rfl fun k _ => ?_
    rw [MvPolynomial.eval_monomial, mul_comm]
    simp [monomialFeature, Finsupp.prod, Finset.prod_multiset_map_count]
  funext k
  -- read off one coefficient of the zero polynomial
  have h := congrArg (MvPolynomial.coeff (Multiset.toFinsupp (k : Multiset (Fin d)))) hp
  rw [MvPolynomial.coeff_sum, Finset.sum_eq_single k] at h
  · simpa [MvPolynomial.coeff_monomial] using h
  · intro j _ hj
    rw [MvPolynomial.coeff_monomial, if_neg]
    exact fun he => hj (Sym.coe_injective (Multiset.toFinsupp.injective he))
  · simp

/-- Every monomial of degree `z` is a product of components along some ordered list of `z`
indices. -/
theorem exists_ordering {d z : ℕ} (k : Sym (Fin d) z) :
    ∃ p : Fin z → Fin d, ∀ u, monomialFeature z u k = ∏ j, u (p j) := by
  obtain ⟨m, hm⟩ := k
  obtain ⟨l, rfl⟩ := Quot.exists_rep m
  have hl : l.length = z := hm
  subst hl
  refine ⟨l.get, fun u => ?_⟩
  change ((l : Multiset (Fin d)).map u).prod = _
  rw [Multiset.map_coe, Multiset.prod_coe]
  exact (Fin.prod_univ_fun_getElem l u).symm

/-- The quadratic form of the kernel matrix is a sum of squares, one for each ordered list of
`z` component indices. -/
theorem quadratic_form_eq {d N : ℕ} (z : ℕ) (x : Fin N → Fin d → ℝ) (a : Fin N → ℝ) :
    a ⬝ᵥ (kernelMatrix z x *ᵥ a) =
      ∑ p : Fin z → Fin d, (∑ i, a i * ∏ j, x i (p j)) ^ 2 := by
  have hk : ∀ u v : Fin d → ℝ, polyKernel z u v =
      ∑ p : Fin z → Fin d, (∏ j, u (p j)) * ∏ j, v (p j) := fun u v => by
    unfold polyKernel dotProduct
    rw [Fintype.sum_pow]
    exact Finset.sum_congr rfl fun p _ => Finset.prod_mul_distrib
  simp only [dotProduct, Matrix.mulVec, kernelMatrix, Matrix.of_apply, hk,
    sq, Finset.mul_sum, Finset.sum_mul]
  symm
  rw [Finset.sum_comm]
  refine Finset.sum_congr rfl fun i _ => ?_
  rw [Finset.sum_comm]
  exact Finset.sum_congr rfl fun j _ => Finset.sum_congr rfl fun k _ => by ring

/-- The bound is sharp: for every `d` and `z` there are `binom(d+z-1, z)` structures whose
kernel matrix is nonsingular. -/
theorem exists_nonsingular_kernelMatrix (d z : ℕ) :
    ∃ x : Fin ((d + z - 1).choose z) → Fin d → ℝ, (kernelMatrix z x).det ≠ 0 := by
  -- the feature vectors span the whole monomial space
  have htop : Submodule.span ℝ (Set.range (monomialFeature (d := d) z)) = ⊤ := by
    by_contra hne
    obtain ⟨f, hf, hker⟩ := Submodule.exists_le_ker_of_lt_top _ (lt_top_iff_ne_top.2 hne)
    have hc := monomials_independent (fun k => f fun j => if k = j then 1 else 0) fun x => by
      have hx : f (monomialFeature z x) = 0 := hker (Submodule.subset_span ⟨x, rfl⟩)
      rw [LinearMap.pi_apply_eq_sum_univ f] at hx
      simpa only [smul_eq_mul] using hx
    refine hf (LinearMap.ext fun v => ?_)
    rw [LinearMap.pi_apply_eq_sum_univ f v, LinearMap.zero_apply]
    exact Finset.sum_eq_zero fun k _ => by rw [congrFun hc k, Pi.zero_apply, smul_zero]
  -- choose a basis among them
  obtain ⟨b, hb, hspan, hli⟩ :=
    exists_linearIndependent ℝ (Set.range (monomialFeature (d := d) z))
  let B := Module.Basis.mk hli (by rw [Subtype.range_coe, hspan, htop])
  let e := (Fintype.equivFinOfCardEq (card_monomials d z)).symm.trans
    (B.indexEquiv (Pi.basisFun ℝ (Sym (Fin d) z))).symm
  have hpts : ∀ v : b, ∃ x, monomialFeature z x = (v : Sym (Fin d) z → ℝ) := fun v => hb v.2
  choose x hx using hpts
  refine ⟨fun i => x (e i), fun hdet => ?_⟩
  obtain ⟨a, ha, h0⟩ := Matrix.exists_mulVec_eq_zero_iff.2 hdet
  have hq := quadratic_form_eq z (fun i => x (e i)) a
  rw [h0, dotProduct_zero] at hq

  -- every square vanishes, so a null vector is a relation between basis vectors
  have hz := (Finset.sum_eq_zero_iff_of_nonneg fun p _ => sq_nonneg _).1 hq.symm
  have hrel : ∑ i, a i • ((e i : b) : Sym (Fin d) z → ℝ) = 0 := by
    funext k
    obtain ⟨p, hp⟩ := exists_ordering k
    have hk : ∑ i, a i * monomialFeature z (x (e i)) k = 0 := by
      simp only [hp]
      exact (pow_eq_zero_iff two_ne_zero).1 (hz p (Finset.mem_univ p))
    simpa [hx] using hk
  exact ha (funext (Fintype.linearIndependent_iff.1 (hli.comp e e.injective) a hrel))

end

end PolynomialKernelRank
```

```lean
#print axioms PolynomialKernelRank.rank_kernelMatrix_le
-- 'PolynomialKernelRank.rank_kernelMatrix_le' depends on axioms: [propext, Classical.choice, Quot.sound]
#print axioms PolynomialKernelRank.noise_free_regression_singular
-- 'PolynomialKernelRank.noise_free_regression_singular' depends on axioms: [propext, Classical.choice, Quot.sound]
#print axioms PolynomialKernelRank.exists_nonsingular_kernelMatrix
-- 'PolynomialKernelRank.exists_nonsingular_kernelMatrix' depends on axioms: [propext, Classical.choice, Quot.sound]
```

## Rank, lost data and sharpness

In the file `polyKernel` is \(\kappa\), `kernelMatrix` is \(K\), and `x : Fin N → Fin d → ℝ` holds the descriptors. Nothing is assumed about them.

- `rank_kernelMatrix_le` says that \(\operatorname{rank}K\le M\) for any set of structures.
- `exists_silent_weights` says that if \(N>M\), some nonzero weights \(a\) give a predictor \(\sum_i a_i\kappa(x_i,y)\) that is zero at every descriptor \(y\), including those outside the training set.
- `noise_free_regression_singular` says that if \(N>M\), then \(\det K=0\) and some list of target values `y : Fin N → ℝ` (here \(y\) is not a descriptor) satisfies \(Ka=y\) for no \(a\).
- `exists_nonsingular_kernelMatrix` says that some choice of exactly \(M\) structures has \(\det K\ne0\).

For a Gaussian-process potential with this kernel, one descriptor vector and one target value per structure, and no noise term, more diverse structures therefore cannot raise the rank of \(K\) above \(M\). With \(d=3\) and \(z=2\), \(M=6\), so seven structures already give a singular matrix. The model has no noise variance on the diagonal of \(K\), and no total energies built as sums over atomic environments. Sharpness concerns a suitable choice of vectors in \(\mathbb R^d\). Descriptors computed from atomic structures may obey relations that keep the rank below \(M\) for every data set, for instance if two components are always equal. A given data set may also have lower rank because it contains duplicates.

## Factoring through the monomials

Let \(k\) run over the multisets of \(z\) component indices, with index \(m\) occurring \(n_m\) times. Write \(\phi_k(x)=\prod_m x_m^{n_m}\) and \(c_k=z!/\prod_m n_m!\). The multinomial theorem gives

\[
\kappa(x,y)=\Big(\sum_m x_m y_m\Big)^z=\sum_k c_k\,\phi_k(x)\,\phi_k(y).
\]

This is `polyKernel_eq_sum`. There are \(M\) such multisets (`card_monomials`), so \(K=AB\) with \(A_{ik}=c_k\phi_k(x_i)\) and \(B_{kj}=\phi_k(x_j)\). The rank of \(AB\) is at most that of \(A\), which has \(M\) columns.

If \(N>M\), the \(N\) feature vectors \(\phi(x_i)\in\mathbb R^M\) are linearly dependent: \(\sum_i a_i\phi_k(x_i)=0\) for all \(k\), with \(a\neq0\). Hence

\[
\sum_i a_i\kappa(x_i,y)=\sum_k c_k\phi_k(y)\sum_i a_i\phi_k(x_i)=0 .
\]

Setting \(y=x_j\) and using the symmetry of \(\kappa\) gives \(Ka=0\), so \(\det K=0\). A singular square matrix is not surjective, which leaves some data out of reach.

## Finding \(M\) structures with a nonsingular matrix

Suppose that the feature vectors did not span \(\mathbb R^M\). Some nonzero linear functional, with coefficients \(f_k\), would then vanish on all of them, so \(\sum_k f_k\phi_k(x)=0\) for every \(x\). A real polynomial that vanishes everywhere is the zero polynomial, so every \(f_k=0\), a contradiction. `monomials_independent` supplies this step by reading off coefficients in `MvPolynomial`.

We can therefore choose \(M\) structures whose feature vectors form a basis. Expanding the power over ordered lists \(p\) of \(z\) indices gives `quadratic_form_eq`:

\[
a^{\mathsf T}Ka=\sum_p\Big(\sum_i a_i\prod_j x_{i,p(j)}\Big)^2 .
\]

If \(Ka=0\), every square vanishes. Each monomial arises from some ordered list (`exists_ordering`), so \(\sum_i a_i\phi_k(x_i)=0\) for all \(k\). Basis vectors are independent, hence \(a=0\) and \(K\) is nonsingular.

## `Sym (Fin d) z` as a matrix index

The type `Sym (Fin d) z` consists of the multisets of size `z` with elements in `Fin d`, and the file uses it directly as the column index of \(A\). Two Mathlib results then meet. `Finset.sum_pow` expands a power of a sum over these multisets, with the coefficient `Multiset.countPerms`, the number of distinct orderings, which is \(c_k\). `Sym.card_sym_eq_choose` counts the same type, so the width of \(A\) is the binomial coefficient without any separate enumeration of exponents.

Ordered lists `Fin z → Fin d` would also factor the kernel, but there are \(d^z\) of them, which in general gives a weaker rank bound. They serve in the quadratic form instead, where the squares then carry no weights.
